# Dropping Coriolis coupling preserves the mean of l(l+1) but narrows its range for 1 ≤ j ≤ J

## Are 110, 112, 110 a fair stand-in for 90, 110, 132?

Take an atom and a rigid rotor. J is the total angular momentum, j that of the rotor and l that of the orbital motion, all integers with j ≤ J. K is the helicity, the projection of J on the axis joining the atom to the rotor. Squared angular momenta are in units of ħ². By the centrifugal-sudden (CS) approximation I mean keeping only the helicity-diagonal part of the squared orbital angular momentum,

d_K = J(J+1) + j(j+1) − 2K², K = −j..j,

in place of the exact values l(l+1), l = J−j..J+j. For J = 10 and j = 1 this gives 110, 112, 110 instead of 90, 110, 132. Both lists add up to 332, yet the ends are far off. Is the equal sum an accident, and how large is the error at the ends in general?

## The sum is exact, and both ends move inward

The equal sum is no accident. The smallest CS value is too high by 2j(J+1−j) and the largest is too low by 2Jj. In your example both errors are 20. The name "centrifugal-sudden" is also used for versions that put one common value in place of every d_K; the results here concern your helicity-diagonal version.

**Sum.** Write l = J+m with m = −j..j. Then

l(l+1) = J(J+1) + (2J+1)m + m²,

and subtracting d_m leaves

−j(j+1) + (2J+1)m + 3m².

Over m = −j..j the linear term cancels, and Σm² = j(j+1)(2j+1)/3. The total is −(2j+1)j(j+1) + (2j+1)j(j+1) = 0.

**Ends.** Since d_K − d_j = 2(j−K)(j+K) ≥ 0, the smallest CS value is d_j, shared by K = ±j. The largest is d_0. On the exact side,

l(l+1) − (J−j)(J−j+1) = (l−J+j)(l+J−j+1) ≥ 0,

(J+j)(J+j+1) − l(l+1) = (J+j−l)(J+j+l+1) ≥ 0,

so the extremes sit at l = J−j and l = J+j. Expanding,

d_j − (J−j)(J−j+1) = 2Jj + 2j − 2j² = 2j(J+1−j),

(J+j)(J+j+1) − d_0 = 2Jj.

Both are positive for 1 ≤ j ≤ J, so every CS value lies strictly inside the exact band.

**Spread.** The neglected Coriolis coupling between K and K+1 has the square

c_K² = (J(J+1) − K(K+1)) (j(j+1) − K(K+1)),

which vanishes at K = j, where there is no further helicity to couple to. Put A = J(J+1) and B = j(j+1). The difference [l(l+1)]² − d_m² − 2c_m² has the even part

−B² − 4AB + (12A+6B−1)m² − 5m⁴,

and its odd part sums to zero. With Σm⁴ = (2j+1)B(3B−1)/15, the sum divided by 2j+1 is

−B² − 4AB + (4AB + 2B² − B/3) − (B² − B/3) = 0.

Hence Σ[l(l+1)]² = Σd_K² + 2Σc_K²: the missing spread is carried by the dropped couplings.

**One operator for j = 1.** Restore the couplings in the 3×3 helicity matrix. With y = x − A, its characteristic polynomial is

y(y² − 2y − 4A) = y(y + 2J)(y − 2J − 2),

whose roots are x = (J−1)J, J(J+1) and (J+1)(J+2).

Here are the same results in Lean 4.

```lean
import Mathlib

open Finset

namespace CentrifugalSudden

/-- The value `l(l+1)` of the squared orbital angular momentum, in units of `ħ²`. -/
def orbitalValue (l : ℤ) : ℤ := l * (l + 1)

/-- The centrifugal-sudden value `J(J+1) + j(j+1) - 2K²` that replaces `l(l+1)` for
helicity `K`. -/
def csValue (J j K : ℤ) : ℤ := J * (J + 1) + j * (j + 1) - 2 * K ^ 2

/-- The square of the Coriolis coupling between helicities `K` and `K+1`, which the
centrifugal-sudden approximation neglects. -/
def coriolisSq (J j K : ℤ) : ℤ :=
  (J * (J + 1) - K * (K + 1)) * (j * (j + 1) - K * (K + 1))

/-- Raising `n` by one adds the two outermost helicities `n+1` and `-(n+1)` to a sum over
`K = -n..n`. -/
theorem sum_Icc_succ (f : ℤ → ℤ) (n : ℕ) :
    ∑ K ∈ Icc (-((n + 1 : ℕ) : ℤ)) ((n + 1 : ℕ) : ℤ), f K
      = ∑ K ∈ Icc (-(n : ℤ)) (n : ℤ), f K + f ((n : ℤ) + 1) + f (-((n : ℤ) + 1)) := by
  have h : Icc (-((n + 1 : ℕ) : ℤ)) ((n + 1 : ℕ) : ℤ)
      = insert ((n : ℤ) + 1) (insert (-((n : ℤ) + 1)) (Icc (-(n : ℤ)) (n : ℤ))) := by
    ext K
    simp only [mem_insert, mem_Icc]
    omega
  rw [h, sum_insert, sum_insert]
  · ring
  · simp only [mem_Icc]
    omega
  · simp only [mem_insert, mem_Icc]
    omega

/-- The sum of a quartic polynomial in the helicity over `K = -n..n`, in closed form. -/
theorem quartic_sum (n : ℕ) (a b c d e : ℤ) :
    15 * ∑ K ∈ Icc (-(n : ℤ)) (n : ℤ), (a + b * K + c * K ^ 2 + d * K ^ 3 + e * K ^ 4)
      = (2 * n + 1) * (15 * a + 5 * c * (n * (n + 1))
          + e * (n * (n + 1)) * (3 * n ^ 2 + 3 * n - 1)) := by
  induction n with
  | zero => simp
  | succ n ih =>
    rw [sum_Icc_succ]
    push_cast
    linear_combination ih

/-- A sum over `l = J-j..J+j` is a sum over the shifts `m = l - J = -j..j`. -/
theorem sum_shift (f : ℤ → ℤ) (J : ℤ) (j : ℕ) :
    ∑ l ∈ Icc (J - j) (J + j), f l = ∑ m ∈ Icc (-(j : ℤ)) (j : ℤ), f (J + m) := by
  refine Finset.sum_nbij' (fun l => l - J) (fun m => J + m) ?_ ?_ ?_ ?_ ?_
  · intro l hl
    simp only [mem_Icc] at hl ⊢
    omega
  · intro m hm
    simp only [mem_Icc] at hm ⊢
    omega
  · intro l _
    show J + (l - J) = l
    ring
  · intro m _
    show J + m - J = m
    ring
  · intro l _
    show f l = f (J + (l - J))
    congr 1
    ring

/-- For `j ≤ J` the sum of the squares of the exact values exceeds that of the centrifugal-sudden
values by twice the sum of the squared neglected Coriolis couplings. -/
theorem second_moment (J j : ℕ) :
    ∑ l ∈ Icc ((J : ℤ) - j) ((J : ℤ) + j), orbitalValue l ^ 2
      = ∑ K ∈ Icc (-(j : ℤ)) (j : ℤ), csValue J j K ^ 2
        + 2 * ∑ K ∈ Icc (-(j : ℤ)) (j : ℤ), coriolisSq J j K := by
  rw [sum_shift (fun l => orbitalValue l ^ 2) J j, mul_sum, ← sum_add_distrib,
    ← sub_eq_zero, ← sum_sub_distrib]
  -- the difference of the summands is a quartic in the helicity
  have e : ∀ m : ℤ, orbitalValue (J + m) ^ 2 - (csValue J j m ^ 2 + 2 * coriolisSq J j m)
      = (-(j * (j + 1)) ^ 2 - 4 * (J * (J + 1)) * (j * (j + 1)))
        + (2 * (J * (J + 1)) * (2 * J + 1) + 2 * (J * (J + 1) + j * (j + 1))) * m
        + (12 * (J * (J + 1)) + 6 * (j * (j + 1)) - 1) * m ^ 2
        + (4 * J - 2) * m ^ 3 + (-5) * m ^ 4 := by
    intro m
    unfold orbitalValue csValue coriolisSq
    ring
  simp only [e]
  have h := (quartic_sum j (-(j * (j + 1)) ^ 2 - 4 * (J * (J + 1)) * (j * (j + 1)))
    (2 * (J * (J + 1)) * (2 * J + 1) + 2 * (J * (J + 1) + j * (j + 1)))
    (12 * (J * (J + 1)) + 6 * (j * (j + 1)) - 1) (4 * J - 2) (-5)).trans
    (show _ = (0 : ℤ) by ring)
  exact (mul_eq_zero.mp h).resolve_left (by norm_num)

/-- For `j ≤ J` the exact values run from `l = J-j` at the bottom to `l = J+j` at the top. -/
theorem orbital_extremes (J j : ℕ) (hjJ : j ≤ J) :
    IsLeast (orbitalValue '' Set.Icc ((J : ℤ) - j) (J + j)) (orbitalValue (J - j)) ∧
    IsGreatest (orbitalValue '' Set.Icc ((J : ℤ) - j) (J + j)) (orbitalValue (J + j)) := by
  have h : (j : ℤ) ≤ J := by exact_mod_cast hjJ
  refine ⟨⟨⟨_, ⟨le_rfl, by omega⟩, rfl⟩, ?_⟩, ⟨⟨_, ⟨by omega, le_rfl⟩, rfl⟩, ?_⟩⟩
  · rintro _ ⟨l, ⟨h1, h2⟩, rfl⟩
    unfold orbitalValue
    nlinarith [mul_nonneg (sub_nonneg.2 h1) (by omega : (0 : ℤ) ≤ l + (J - j) + 1)]
  · rintro _ ⟨l, ⟨h1, h2⟩, rfl⟩
    unfold orbitalValue
    nlinarith [mul_nonneg (sub_nonneg.2 h2) (by omega : (0 : ℤ) ≤ J + j + l + 1)]

/-- The extreme centrifugal-sudden values, written as shifts of the values `l(l+1)` at
`l = J-j` and `l = J+j`. -/
theorem cs_extremes (J j : ℕ) :
    IsLeast (csValue J j '' Set.Icc (-(j : ℤ)) j)
      (orbitalValue (J - j) + 2 * j * (J + 1 - j)) ∧
    IsGreatest (csValue J j '' Set.Icc (-(j : ℤ)) j)
      (orbitalValue (J + j) - 2 * J * j) := by
  refine ⟨⟨⟨(j : ℤ), ⟨by omega, le_rfl⟩, ?_⟩, ?_⟩, ⟨⟨0, ⟨by omega, by omega⟩, ?_⟩, ?_⟩⟩
  · unfold csValue orbitalValue
    ring
  · rintro _ ⟨K, ⟨h1, h2⟩, rfl⟩
    unfold csValue orbitalValue
    nlinarith [mul_nonneg (sub_nonneg.2 h2) (by omega : (0 : ℤ) ≤ j + K)]
  · unfold csValue orbitalValue
    ring
  · rintro _ ⟨K, _, rfl⟩
    unfold csValue orbitalValue
    nlinarith [sq_nonneg K]

/-- For `j ≤ J` the centrifugal-sudden and exact values have the same sum, while the smallest
value is too high by `2j(J+1-j)` and the largest too low by `2Jj`. -/
theorem centrifugal_sudden_errors (J j : ℕ) (hjJ : j ≤ J) {lo hi csLo csHi : ℤ}
    (hlo : IsLeast (orbitalValue '' Set.Icc ((J : ℤ) - j) (J + j)) lo)
    (hhi : IsGreatest (orbitalValue '' Set.Icc ((J : ℤ) - j) (J + j)) hi)
    (hcsLo : IsLeast (csValue J j '' Set.Icc (-(j : ℤ)) j) csLo)
    (hcsHi : IsGreatest (csValue J j '' Set.Icc (-(j : ℤ)) j) csHi) :
    ∑ l ∈ Icc ((J : ℤ) - j) ((J : ℤ) + j), orbitalValue l
        = ∑ K ∈ Icc (-(j : ℤ)) (j : ℤ), csValue J j K ∧
      csLo = lo + 2 * j * (J + 1 - j) ∧ csHi = hi - 2 * J * j := by
  refine ⟨?_, ?_, ?_⟩
  · rw [sum_shift orbitalValue J j, ← sub_eq_zero, ← sum_sub_distrib]
    have e : ∀ m : ℤ, orbitalValue (J + m) - csValue J j m
        = -(j * (j + 1)) + (2 * J + 1) * m + 3 * m ^ 2 + 0 * m ^ 3 + 0 * m ^ 4 := by
      intro m
      unfold orbitalValue csValue
      ring
    simp only [e]
    have h := (quartic_sum j (-(j * (j + 1))) (2 * J + 1) 3 0 0).trans
      (show _ = (0 : ℤ) by ring)
    exact (mul_eq_zero.mp h).resolve_left (by norm_num)
  · rw [hlo.unique (orbital_extremes J j hjJ).1, hcsLo.unique (cs_extremes J j).1]
  · rw [hhi.unique (orbital_extremes J j hjJ).2, hcsHi.unique (cs_extremes J j).2]

/-- For `1 ≤ j ≤ J` every centrifugal-sudden value with `|K| ≤ j` lies strictly between the
values `l(l+1)` at `l = J-j` and `l = J+j`. -/
theorem cs_strictly_inside (J j : ℕ) (hj : 1 ≤ j) (hjJ : j ≤ J) (K : ℤ)
    (hK : K ∈ Set.Icc (-(j : ℤ)) j) :
    orbitalValue (J - j) < csValue J j K ∧ csValue J j K < orbitalValue (J + j) := by
  have h1 := (cs_extremes J j).1.2 (Set.mem_image_of_mem _ hK)
  have h2 := (cs_extremes J j).2.2 (Set.mem_image_of_mem _ hK)
  have p : (0 : ℤ) < j := by omega
  have q : (0 : ℤ) < J := by omega
  have r : (0 : ℤ) < J + 1 - j := by omega
  constructor
  · nlinarith [mul_pos p r]
  · nlinarith [mul_pos q p]

/-- For `J ≥ 1`, the squared orbital angular momentum for `j = 1` in the helicity basis
`K = -1, 0, 1`, with the Coriolis couplings kept. -/
noncomputable def helicityMatrixOne (J : ℕ) : Matrix (Fin 3) (Fin 3) ℝ :=
  !![(csValue J 1 (-1) : ℝ), -Real.sqrt (coriolisSq J 1 (-1)), 0;
     -Real.sqrt (coriolisSq J 1 (-1)), (csValue J 1 0 : ℝ), -Real.sqrt (coriolisSq J 1 0);
     0, -Real.sqrt (coriolisSq J 1 0), (csValue J 1 1 : ℝ)]

/-- For `j = 1` the characteristic polynomial of the full helicity matrix has the roots
`l(l+1)` with `l = J-1, J, J+1`. -/
theorem helicityMatrixOne_charpoly (J : ℕ) (x : ℝ) :
    (x • (1 : Matrix (Fin 3) (Fin 3) ℝ) - helicityMatrixOne J).det
      = (x - orbitalValue (J - 1)) * (x - orbitalValue J) * (x - orbitalValue (J + 1)) := by
  have hdet : ∀ a b s : ℝ, (x • (1 : Matrix (Fin 3) (Fin 3) ℝ)
      - !![a, -s, 0; -s, b, -s; 0, -s, a]).det
      = (x - a) * ((x - a) * (x - b) - 2 * s ^ 2) := by
    intro a b s
    rw [Matrix.det_fin_three]
    simp
    ring
  have e1 : csValue J 1 (-1) = J * (J + 1) := by unfold csValue; ring
  have e2 : csValue J 1 0 = J * (J + 1) + 2 := by unfold csValue; ring
  have e3 : csValue J 1 1 = J * (J + 1) := by unfold csValue; ring
  have c1 : coriolisSq J 1 (-1) = 2 * (J * (J + 1)) := by unfold coriolisSq; ring
  have c2 : coriolisSq J 1 0 = 2 * (J * (J + 1)) := by unfold coriolisSq; ring
  have hp : (0 : ℝ) ≤ ((2 * (J * (J + 1)) : ℤ) : ℝ) := by positivity
  -- both couplings have the same square, 2J(J+1)
  unfold helicityMatrixOne
  rw [e1, e2, e3, c1, c2, hdet, Real.sq_sqrt hp]
  unfold orbitalValue
  push_cast
  ring

end CentrifugalSudden
```

```lean
#print axioms CentrifugalSudden.second_moment
-- 'CentrifugalSudden.second_moment' depends on axioms: [propext, Classical.choice, Quot.sound]
#print axioms CentrifugalSudden.centrifugal_sudden_errors
-- 'CentrifugalSudden.centrifugal_sudden_errors' depends on axioms: [propext, Classical.choice, Quot.sound]
#print axioms CentrifugalSudden.cs_strictly_inside
-- 'CentrifugalSudden.cs_strictly_inside' depends on axioms: [propext, Classical.choice, Quot.sound]
#print axioms CentrifugalSudden.helicityMatrixOne_charpoly
-- 'CentrifugalSudden.helicityMatrixOne_charpoly' depends on axioms: [propext, Classical.choice, Quot.sound]
```

`orbitalValue`, `csValue` and `coriolisSq` are l(l+1), d_K and c_K², all integer-valued. `J` and `j` are natural numbers, so half-integer angular momenta are excluded.

`centrifugal_sudden_errors` says that if `lo` and `hi` are the least and greatest exact values, and `csLo` and `csHi` the least and greatest CS values, then the sums agree and the two shifts are as above. It includes j = 0, where both shifts vanish; `cs_strictly_inside` requires 1 ≤ j. The sums run over K, so the pair ±K counts twice. The extremes are compared end to end, without assigning an l to each K.

`second_moment` needs no j ≤ J, although its reading in terms of couplings does. `helicityMatrixOne_charpoly` gives det(x·1 − M) for every real x. It too allows J = 0, where only K = 0 and l = 1 are physical. The matrix M is written down, not derived from angular momentum operators, and only for j = 1.

For atom–rotor scattering or a weakly bound complex, at fixed j ≤ J, the shifts times ħ²/(2μR²) are the errors at the ends of the centrifugal term, with μ the reduced mass and R the separation. The step from there to errors in cross sections or level energies involves the potential, which does not enter here.

In the proof, `sum_shift` performs l = J+m, and `quartic_sum` supplies all the power sums at once. Each moment identity then reduces to a quartic whose closed-form sum `ring` shows to be zero. `orbital_extremes` and `cs_extremes` give `nlinarith` the nonnegative products and squares needed for the bounds, and `unique` identifies the extremes in the main theorem with these values. For j = 1, `hdet` expands the determinant, and `Real.sq_sqrt` turns the squared coupling into 2J(J+1).

The device that does most of the work is `linear_combination ih` in `quartic_sum`. By `sum_Icc_succ`, going from n to n+1 adds only the terms at ±(n+1). The tactic subtracts the induction hypothesis `ih` from the goal and asks `ring` to check that nothing remains. The old sum, which `ring` treats as an unknown, cancels, leaving a polynomial identity in n and the five coefficients. The factor 15 clears the denominators of Σm² and Σm⁴, so everything stays in the integers; `mul_eq_zero` removes it at the end.
